# Pair energies at second order and triple energies at third order for sites coupled by pair flips

The dispersion energy of a cluster is the part of its interaction energy that comes from correlated excitations on different atoms or molecules. It is pairwise additive if it equals the sum of the energies of the isolated pairs. The question is at which order of perturbation theory a three-body term first appears.

Represent each atom or molecule by a site with a single excited state at energy d > 0 above its ground state. A configuration of a finite cluster A is the set S ⊆ A of excited sites, |S| is its size, and H0 has the eigenvalue d|S|. S △ T denotes the set of sites on which S and T differ. The perturbation V has the elements

V(S,T) = w(S △ T) if |S △ T| = 2, and 0 otherwise.

The real number w(p) is the coupling of the pair p, for instance between two transition dipoles. It is the same whether V excites both sites, de-excites both or transfers an excitation. The reference is the empty set ∅. E1, E2, E3 are the energy corrections, and c1, c2 the wavefunction corrections, with c1(∅) = 0.

## The energies from the order-by-order equations

The claim is that E1 = 0 and

E2 = −Σ_p w(p)²/(2d)

E3 = Σ_t 3 w(ab) w(ac) w(bc)/(2d²),

where p runs over the pairs in A and t = {a,b,c} over the triples.

At first order,

d|S| c1(S) + V(S,∅) = E1 if S = ∅, and 0 otherwise.

For S = ∅ this gives E1 = 0. For a pair it gives c1(p) = −w(p)/(2d), and all other c1(S) vanish.

At second order, with E1 = 0,

d|S| c2(S) + Σ_T V(S,T) c1(T) = E2 if S = ∅, and 0 otherwise.

The reference component is E2 = Σ_p w(p) c1(p), which is the stated sum. The component on a pair p gives

c2(p) = Σ_q V(p,q) w(q)/(4d²),

with q running over pairs. The reference component at third order is then

E3 = Σ_p w(p) c2(p) = Σ_p Σ_q w(p) V(p,q) w(q)/(4d²).

Since |p △ q| = 4 − 2|p ∩ q|, only pairs sharing exactly one site contribute. If p = {a,b} and q = {a,c}, then V(p,q) = w(bc), and p ∪ q is a triple. Each triple contains six ordered choices of two different pairs, and each contributes the same product w(ab) w(ac) w(bc). The factor 6/(4d²) is 3/(2d²).

For N sites with uniform coupling v, counting gives

E2 = −C(N,2) v²/(2d), E3 = C(N,3) 3v³/(2d²).

In this model, without exchange or correlation inside a site, three-body dispersion is thus absent at second order, as it is in MP2 for well-separated closed-shell atoms.

## Configurations and perturbation equations in Lean

Sites are elements of an arbitrary type `ι`, and configurations and clusters are of type `Finset ι`.

```lean
import Mathlib

open Finset

namespace ThreeBodyDispersion

noncomputable section

variable {ι : Type*} [DecidableEq ι]
```

`coupling w S T` is V(S,T). Although `w` accepts any finite set, only its values on pairs are used.

```lean
/-- Matrix element of the perturbation between two sets of excited sites: it is `w p` if the
sets differ by flipping exactly the pair `p`, and zero otherwise. -/
def coupling (w : Finset ι → ℝ) (S T : Finset ι) : ℝ :=
  if (symmDiff S T).card = 2 then w (symmDiff S T) else 0
```

The energies are not defined by the formulas to be proved: `PerturbationSeries` states the equations they must satisfy. The value c2(∅) is left free, since it is multiplied by E1 = 0.

```lean
/-- The Rayleigh-Schrödinger equations of a cluster `A` with `H0 = d * card S` and the empty
set as reference: the first two orders in full, and the reference component of the third.
Here `c1`, `c2` are the wavefunction corrections and `e1`, `e2`, `e3` the energy corrections. -/
structure PerturbationSeries (d : ℝ) (w : Finset ι → ℝ) (A : Finset ι)
    (c1 c2 : Finset ι → ℝ) (e1 e2 e3 : ℝ) : Prop where
  normalized : c1 ∅ = 0
  first : ∀ S ⊆ A, d * S.card * c1 S + coupling w S ∅ = if S = ∅ then e1 else 0
  second : ∀ S ⊆ A, d * S.card * c2 S + ∑ T ∈ A.powerset, coupling w S T * c1 T
    = e1 * c1 S + if S = ∅ then e2 else 0
  third : ∑ T ∈ A.powerset, coupling w ∅ T * c2 T = e1 * c2 ∅ + e2 * c1 ∅ + e3
```

## Coupled pairs and the triples they span

V is symmetric and has no diagonal elements.

```lean
/-- The perturbation is symmetric. -/
theorem coupling_comm (w : Finset ι → ℝ) (S T : Finset ι) :
    coupling w S T = coupling w T S := by
  unfold coupling
  rw [symmDiff_comm]

/-- The perturbation has no diagonal elements. -/
theorem coupling_self (w : Finset ι → ℝ) (S : Finset ι) : coupling w S S = 0 := by
  simp [coupling]
```

A sum over all configurations coupled to the reference reduces to a sum over pairs, written `A.powersetCard 2`.

```lean
/-- A sum over the configurations of `A`, weighted by their coupling to the reference, equals the
sum over the pairs in `A`, weighted by `w`. -/
theorem sum_reference (w : Finset ι → ℝ) (A : Finset ι) (g : Finset ι → ℝ) :
    ∑ T ∈ A.powerset, coupling w ∅ T * g T = ∑ p ∈ A.powersetCard 2, w p * g p := by
  have h : ∀ T : Finset ι, symmDiff ∅ T = T := fun T => by
    ext x
    simp [Finset.mem_symmDiff]
  simp only [coupling, h, ite_mul, zero_mul]
  rw [← Finset.sum_filter]
  refine Finset.sum_congr ?_ (fun _ _ => rfl)
  ext T
  simp [Finset.mem_powersetCard]
```

The next lemma gives the matrix element between two pairs that share a site. It rests on the identity {a,b} △ {a,c} = {b,c}.

```lean
/-- Two pairs that share one site are coupled through the pair of the two other sites. -/
theorem coupling_pairs (w : Finset ι → ℝ) {a b c : ι} (hab : a ≠ b) (hac : a ≠ c)
    (hbc : b ≠ c) : coupling w {a, b} {a, c} = w {b, c} := by
  have h : symmDiff ({a, b} : Finset ι) {a, c} = {b, c} := by
    ext u
    simp only [Finset.mem_symmDiff, Finset.mem_insert, Finset.mem_singleton]
    constructor
    · tauto
    · rintro (h | h)
      · subst h
        simp [hab.symm, hbc]
      · subst h
        simp [hac.symm, hbc.symm]
  unfold coupling
  rw [h, if_pos (Finset.card_pair hbc)]
```

For a single triple, the proof lists its three pairs and expands the double sum into nine terms. The three diagonal ones vanish, and `ring` adds the other six.

```lean
/-- Within three sites, the third-order processes (excite a pair, move to another pair,
de-excite) add up to six times the product of the three pair couplings. -/
theorem triple_sum (w : Finset ι → ℝ) {t : Finset ι} (ht : t.card = 3) :
    ∑ p ∈ t.powersetCard 2, ∑ q ∈ t.powersetCard 2, w p * coupling w p q * w q
      = 6 * ∏ p ∈ t.powersetCard 2, w p := by
  obtain ⟨x, y, z, hxy, hxz, hyz, rfl⟩ := Finset.card_eq_three.mp ht
  have n1 : ({x, y} : Finset ι) ≠ {x, z} := fun h => by
    have hy : y ∈ ({x, z} : Finset ι) := by rw [← h]; simp
    simp [hxy.symm, hyz] at hy
  have n2 : ({x, y} : Finset ι) ≠ {y, z} := fun h => by
    have hx : x ∈ ({y, z} : Finset ι) := by rw [← h]; simp
    simp [hxy, hxz] at hx
  have n3 : ({x, z} : Finset ι) ≠ {y, z} := fun h => by
    have hx : x ∈ ({y, z} : Finset ι) := by rw [← h]; simp
    simp [hxy, hxz] at hx
  -- the three pairs of the triple
  have hP : ({x, y, z} : Finset ι).powersetCard 2 = {{x, y}, {x, z}, {y, z}} := by
    symm
    apply Finset.eq_of_subset_of_card_le
    · intro s hs
      simp only [Finset.mem_insert, Finset.mem_singleton] at hs
      rw [Finset.mem_powersetCard]
      rcases hs with rfl | rfl | rfl
      · exact ⟨by intro u; simp; tauto, Finset.card_pair hxy⟩
      · exact ⟨by intro u; simp; tauto, Finset.card_pair hxz⟩
      · exact ⟨by intro u; simp; tauto, Finset.card_pair hyz⟩
    · rw [Finset.card_powersetCard, ht, Finset.card_eq_three.mpr ⟨_, _, _, n1, n2, n3, rfl⟩]
      decide
  have m1 : ({x, y} : Finset ι) ∉ ({{x, z}, {y, z}} : Finset (Finset ι)) := by
    simp only [Finset.mem_insert, Finset.mem_singleton, not_or]
    exact ⟨n1, n2⟩
  have m2 : ({x, z} : Finset ι) ∉ ({{y, z}} : Finset (Finset ι)) := by
    rw [Finset.mem_singleton]
    exact n3
  have k1 := coupling_pairs w hxy hxz hyz
  have k2 : coupling w {x, y} {y, z} = w {x, z} := by
    rw [Finset.pair_comm x y]
    exact coupling_pairs w hxy.symm hyz hxz
  have k3 : coupling w {x, z} {y, z} = w {x, y} := by
    rw [Finset.pair_comm x z, Finset.pair_comm y z]
    exact coupling_pairs w hxz.symm hyz.symm hxy
  rw [hP]
  simp only [Finset.sum_insert m1, Finset.sum_insert m2, Finset.sum_singleton,
    Finset.prod_insert m1, Finset.prod_insert m2, Finset.prod_singleton, coupling_self]
  rw [coupling_comm w {x, z} {x, y}, coupling_comm w {y, z} {x, y},
    coupling_comm w {y, z} {x, z}, k1, k2, k3]
  ring
```

For a general cluster, `hcard` shows by counting that two coupled pairs span three sites. `Finset.sum_fiberwise_of_maps_to` then groups the terms by the union p ∪ q, and `triple_sum` evaluates each group.

```lean
/-- The third-order processes of a cluster, grouped by the three sites they visit. -/
theorem sum_over_triples (w : Finset ι → ℝ) (A : Finset ι) :
    ∑ p ∈ A.powersetCard 2, ∑ q ∈ A.powersetCard 2, w p * coupling w p q * w q
      = ∑ t ∈ A.powersetCard 3, 6 * ∏ p ∈ t.powersetCard 2, w p := by
  have key : ∀ B : Finset ι,
      ∑ p ∈ B.powersetCard 2, ∑ q ∈ B.powersetCard 2, w p * coupling w p q * w q
        = ∑ x ∈ (B.powersetCard 2 ×ˢ B.powersetCard 2).filter
            (fun x => (symmDiff x.1 x.2).card = 2), w x.1 * coupling w x.1 x.2 * w x.2 := by
    intro B
    have hne : ∀ x ∈ B.powersetCard 2 ×ˢ B.powersetCard 2,
        w x.1 * coupling w x.1 x.2 * w x.2 ≠ 0 → (symmDiff x.1 x.2).card = 2 := by
      intro x _ hx
      by_contra h
      exact hx (by simp [coupling, h])
    rw [Finset.sum_filter_of_ne hne, Finset.sum_product]
  -- two coupled pairs span exactly three sites
  have hcard : ∀ p q : Finset ι, p.card = 2 → q.card = 2 → (symmDiff p q).card = 2 →
      (p ∪ q).card = 3 := by
    intro p q hp hq hpq
    have h : (symmDiff p q).card = (p \ q).card + (q \ p).card := by
      rw [← Finset.card_union_of_disjoint disjoint_sdiff_sdiff]
      rfl
    have h1 := Finset.card_sdiff_add_card_inter p q
    have h2 := Finset.card_sdiff_add_card_inter q p
    rw [Finset.inter_comm] at h2
    have h3 := Finset.card_union_add_card_inter p q
    omega
  have hmap : ∀ x ∈ (A.powersetCard 2 ×ˢ A.powersetCard 2).filter
      (fun x => (symmDiff x.1 x.2).card = 2), x.1 ∪ x.2 ∈ A.powersetCard 3 := by
    intro x hx
    simp only [Finset.mem_filter, Finset.mem_product, Finset.mem_powersetCard] at hx
    obtain ⟨⟨⟨h1, h2⟩, h3, h4⟩, h5⟩ := hx
    exact Finset.mem_powersetCard.mpr ⟨Finset.union_subset h1 h3, hcard _ _ h2 h4 h5⟩
  rw [key A, ← Finset.sum_fiberwise_of_maps_to hmap]
  refine Finset.sum_congr rfl fun t ht => ?_
  obtain ⟨htA, ht3⟩ := Finset.mem_powersetCard.mp ht
  rw [← triple_sum w ht3, key t]
  refine Finset.sum_congr ?_ (fun _ _ => rfl)
  ext ⟨p, q⟩
  simp only [Finset.mem_filter, Finset.mem_product, Finset.mem_powersetCard]
  constructor
  · rintro ⟨⟨⟨⟨_, h2⟩, _, h4⟩, h5⟩, rfl⟩
    exact ⟨⟨⟨Finset.subset_union_left, h2⟩, Finset.subset_union_right, h4⟩, h5⟩
  · rintro ⟨⟨⟨h1, h2⟩, h3, h4⟩, h5⟩
    refine ⟨⟨⟨⟨h1.trans htA, h2⟩, h3.trans htA, h4⟩, h5⟩, ?_⟩
    exact Finset.eq_of_subset_of_card_le (Finset.union_subset h1 h3)
      (by rw [ht3, hcard p q h2 h4 h5])
```

## Energies of a cluster and their many-body expansion

The main theorem follows the derivation by hand: `he1` gives E1, `hc` the first-order amplitudes and `hc2` the second-order amplitudes on pairs, multiplied by w(p). The reference components then yield E2 and E3.

```lean
/-- For `d > 0` the first-order energy vanishes, the second-order energy is a sum over pairs
of sites, and the third-order energy is a sum over triples, each triple contributing through
the product of its three pair couplings. -/
theorem energies {d : ℝ} (hd : 0 < d) {w : Finset ι → ℝ} {A : Finset ι}
    {c1 c2 : Finset ι → ℝ} {e1 e2 e3 : ℝ} (h : PerturbationSeries d w A c1 c2 e1 e2 e3) :
    e1 = 0 ∧ e2 = ∑ p ∈ A.powersetCard 2, -(w p ^ 2 / (2 * d)) ∧
      e3 = ∑ t ∈ A.powersetCard 3, 3 * (∏ p ∈ t.powersetCard 2, w p) / (2 * d ^ 2) := by
  have he1 : e1 = 0 := by
    have h0 := h.first ∅ (Finset.empty_subset _)
    rw [coupling_self, if_pos rfl, Finset.card_empty, Nat.cast_zero] at h0
    linarith
  -- first-order amplitudes
  have hc : ∀ T ⊆ A, c1 T = -coupling w ∅ T / (2 * d) := by
    intro T hT
    have hV := h.first T hT
    rw [he1, ite_self, coupling_comm] at hV
    by_cases h2 : T.card = 2
    · rw [h2] at hV
      push_cast at hV
      rw [eq_div_iff (by positivity)]
      linarith
    · have hz : coupling w ∅ T = 0 := by
        have hT' : symmDiff ∅ T = T := by
          ext x
          simp [Finset.mem_symmDiff]
        rw [coupling, hT', if_neg h2]
      rw [hz, neg_zero, zero_div]
      by_cases h0 : T = ∅
      · rw [h0, h.normalized]
      · have hn : (T.card : ℝ) ≠ 0 := Nat.cast_ne_zero.mpr (fun hh => h0 (Finset.card_eq_zero.mp hh))
        rw [hz, add_zero] at hV
        exact (mul_eq_zero.mp hV).resolve_left (mul_ne_zero hd.ne' hn)
  -- second-order amplitudes on the pairs
  have hc2 : ∀ p ∈ A.powersetCard 2, w p * c2 p
      = (∑ q ∈ A.powersetCard 2, w p * coupling w p q * w q) / (4 * d ^ 2) := by
    intro p hp
    obtain ⟨hpA, hp2⟩ := Finset.mem_powersetCard.mp hp
    have hs := h.second p hpA
    have hp0 : p ≠ ∅ := by
      rintro rfl
      simp at hp2
    have hsum : ∑ T ∈ A.powerset, coupling w p T * c1 T
        = -((∑ q ∈ A.powersetCard 2, w q * coupling w p q) / (2 * d)) := by
      rw [← sum_reference w A (fun q => coupling w p q), Finset.sum_div,
        ← Finset.sum_neg_distrib]
      refine Finset.sum_congr rfl fun T hT => ?_
      rw [hc T (Finset.mem_powerset.mp hT)]
      ring
    have hfac : ∑ q ∈ A.powersetCard 2, w p * coupling w p q * w q
        = w p * ∑ q ∈ A.powersetCard 2, w q * coupling w p q := by
      rw [Finset.mul_sum]
      exact Finset.sum_congr rfl fun q _ => by ring
    rw [hsum, he1, if_neg hp0, hp2] at hs
    push_cast at hs
    have hX : (∑ q ∈ A.powersetCard 2, w q * coupling w p q) / (2 * d) = 2 * d * c2 p := by
      linarith
    rw [div_eq_iff (by positivity)] at hX
    rw [hfac, eq_div_iff (by positivity)]
    linear_combination (-(w p)) * hX
  refine ⟨he1, ?_, ?_⟩
  · have hs := h.second ∅ (Finset.empty_subset _)
    rw [sum_reference, he1, if_pos rfl, Finset.card_empty, Nat.cast_zero] at hs
    have he2 : e2 = ∑ p ∈ A.powersetCard 2, w p * c1 p := by linarith
    rw [he2]
    refine Finset.sum_congr rfl fun p hp => ?_
    obtain ⟨hpA, hp2⟩ := Finset.mem_powersetCard.mp hp
    have hp' : symmDiff ∅ p = p := by
      ext x
      simp [Finset.mem_symmDiff]
    rw [hc p hpA, coupling, hp', if_pos hp2]
    ring
  · have ht := h.third
    rw [sum_reference, he1, h.normalized, Finset.sum_congr rfl hc2, ← Finset.sum_div,
      sum_over_triples, Finset.sum_div] at ht
    have he3 : e3 = ∑ t ∈ A.powersetCard 3,
        6 * (∏ p ∈ t.powersetCard 2, w p) / (4 * d ^ 2) := by linarith
    rw [he3]
    refine Finset.sum_congr rfl fun t _ => ?_
    field_simp
    ring
```

Applying these formulas to every cluster, including isolated pairs and triples with the same `w`, gives the many-body expansion.

```lean
/-- Many-body expansion for `d > 0`: the second-order energy of a cluster is the sum of the
energies of its isolated pairs; the third-order energy vanishes for every pair and is the sum
of the energies of the isolated triples. -/
theorem many_body_expansion {d : ℝ} (hd : 0 < d) {w : Finset ι → ℝ}
    {c1 c2 : Finset ι → Finset ι → ℝ} {e1 e2 e3 : Finset ι → ℝ}
    (h : ∀ B, PerturbationSeries d w B (c1 B) (c2 B) (e1 B) (e2 B) (e3 B)) (A : Finset ι) :
    e2 A = ∑ p ∈ A.powersetCard 2, e2 p ∧ (∀ p : Finset ι, p.card = 2 → e3 p = 0) ∧
      e3 A = ∑ t ∈ A.powersetCard 3, e3 t := by
  refine ⟨?_, ?_, ?_⟩
  · rw [(energies hd (h A)).2.1]
    refine Finset.sum_congr rfl fun p hp => ?_
    have hself := Finset.powersetCard_self p
    rw [(Finset.mem_powersetCard.mp hp).2] at hself
    rw [(energies hd (h p)).2.1, hself, Finset.sum_singleton]
  · intro p hp
    rw [(energies hd (h p)).2.2]
    refine Finset.sum_eq_zero fun t ht => ?_
    obtain ⟨h1, h2⟩ := Finset.mem_powersetCard.mp ht
    have h3 := Finset.card_le_card h1
    omega
  · rw [(energies hd (h A)).2.2]
    refine Finset.sum_congr rfl fun t ht => ?_
    have hself := Finset.powersetCard_self t
    rw [(Finset.mem_powersetCard.mp ht).2] at hself
    rw [(energies hd (h t)).2.2, hself, Finset.sum_singleton]
```

For uniform coupling the sums become binomial coefficients. With fewer than three sites E3 is zero.

```lean
/-- For `N` sites with `d > 0` and the same coupling `v` for all pairs, the second-order energy
is `-C(N,2) v²/(2d)` and the third-order energy is `C(N,3) 3v³/(2d²)`. -/
theorem uniform_energies {N : ℕ} {d v : ℝ} (hd : 0 < d) {c1 c2 : Finset (Fin N) → ℝ}
    {e1 e2 e3 : ℝ} (h : PerturbationSeries d (fun _ => v) Finset.univ c1 c2 e1 e2 e3) :
    e2 = -(N.choose 2 * v ^ 2 / (2 * d)) ∧ e3 = N.choose 3 * (3 * v ^ 3 / (2 * d ^ 2)) := by
  obtain ⟨_, h2, h3⟩ := energies hd h
  constructor
  · rw [h2]
    simp only [Finset.sum_const, Finset.card_powersetCard, Finset.card_univ,
      Fintype.card_fin, nsmul_eq_mul]
    ring
  · have ht : ∀ t ∈ (Finset.univ : Finset (Fin N)).powersetCard 3,
        3 * (∏ _p ∈ t.powersetCard 2, v) / (2 * d ^ 2) = 3 * v ^ 3 / (2 * d ^ 2) := by
      intro t ht
      have h32 : Nat.choose 3 2 = 3 := by decide
      rw [Finset.prod_const, Finset.card_powersetCard, (Finset.mem_powersetCard.mp ht).2, h32]
    rw [h3]
    refine (Finset.sum_congr rfl ht).trans ?_
    simp only [Finset.sum_const, Finset.card_powersetCard, Finset.card_univ,
      Fintype.card_fin, nsmul_eq_mul]
```

## Explicit amplitudes for every cluster

The following amplitudes come from solving the equations for c1 and c2, with c2(∅) set to zero.

```lean
/-- First-order amplitudes: minus the coupling to the reference over the excitation energy,
for `d ≠ 0`, and zero on the reference. -/
def firstOrder (d : ℝ) (w : Finset ι → ℝ) (S : Finset ι) : ℝ :=
  if S = ∅ then 0 else -coupling w S ∅ / (d * S.card)

/-- Second-order amplitudes in the cluster `A`, for `d ≠ 0`, set to zero on the reference. -/
def secondOrder (d : ℝ) (w : Finset ι → ℝ) (A S : Finset ι) : ℝ :=
  if S = ∅ then 0 else
    -(∑ T ∈ A.powerset, coupling w S T * firstOrder d w T) / (d * S.card)
```

They satisfy the perturbation equations for every cluster when d ≠ 0, so the energy theorems apply to an actual solution whenever d > 0. In the proof, `cancel` removes the energy denominator.

```lean
/-- For `d ≠ 0` the explicit amplitudes solve the perturbation equations of every cluster. -/
theorem perturbationSeries_witness {d : ℝ} (hd : d ≠ 0) (w : Finset ι → ℝ) (A : Finset ι) :
    PerturbationSeries d w A (firstOrder d w) (secondOrder d w A) 0
      (∑ T ∈ A.powerset, coupling w ∅ T * firstOrder d w T)
      (∑ T ∈ A.powerset, coupling w ∅ T * secondOrder d w A T) := by
  have cancel : ∀ S : Finset ι, S ≠ ∅ → ∀ x : ℝ, d * S.card * (x / (d * S.card)) = x := by
    intro S hS x
    have hn : (S.card : ℝ) ≠ 0 := Nat.cast_ne_zero.mpr (fun hh => hS (Finset.card_eq_zero.mp hh))
    field_simp
  have h0 : firstOrder d w ∅ = 0 := if_pos rfl
  refine ⟨h0, ?_, ?_, ?_⟩
  · intro S _
    by_cases hS : S = ∅
    · subst hS
      simp [coupling_self]
    · rw [firstOrder, if_neg hS, if_neg hS, cancel S hS]
      ring
  · intro S _
    by_cases hS : S = ∅
    · subst hS
      simp
    · rw [secondOrder, if_neg hS, if_neg hS, cancel S hS]
      ring
  · rw [h0]
    ring

end

end ThreeBodyDispersion
```

The results concern coefficients of the perturbation series, not its convergence. The model is also a simplification of real molecules: it replaces each molecule's full spectrum by one excitation with the same energy d on every site, and it leaves out permanent multipole moments, which would add elements of V that change one site or none. For real molecules the third-order energy of a pair, which is zero here, is in general not zero.

```lean
#print axioms ThreeBodyDispersion.energies
#print axioms ThreeBodyDispersion.many_body_expansion
#print axioms ThreeBodyDispersion.uniform_energies
```

```
'ThreeBodyDispersion.energies' depends on axioms: [propext, Classical.choice, Quot.sound]
'ThreeBodyDispersion.many_body_expansion' depends on axioms: [propext, Classical.choice, Quot.sound]
'ThreeBodyDispersion.uniform_energies' depends on axioms: [propext, Classical.choice, Quot.sound]
```
